# Real, nonpositive hoppings put the lowest band energy at Gamma

Take a chain with one orbital per cell, on-site energy $\varepsilon$ and nearest-neighbour hopping $t>0$. Its energy at wave vector $k$ is $\varepsilon+2t\cos k$. Anyone who diagonalises only at Gamma, $k=0$, to find the bottom of this band gets the top instead, and is wrong by $4t$.

The error is impossible for finite-range real hopping models with orthonormal orbitals in which every matrix entry, except possibly the on-site energies, is nonpositive. For such a non-interacting tight-binding model, one diagonalisation at Gamma gives the lowest energy of the whole band structure. Nearest-neighbour models of s-like orbitals, all taken with the same sign and with a bonding in-phase combination, typically meet the sign condition. Hoppings of longer range can be positive even for such orbitals, so their signs have to be checked.

## The model and its energies

```lean
import Mathlib

open Matrix
open scoped ComplexOrder

namespace BandMinimumAtGamma

noncomputable section

variable {d : ℕ} {n : Type*} [Fintype n] [DecidableEq n]
```

Here `d` is the dimension of the lattice and `n` is the finite set of orbitals in a cell.

```lean
/-- The Bloch phase `exp(i k·R)` of the lattice vector `R` at wave vector `k`. -/
def phase (k : Fin d → ℝ) (R : Fin d → ℤ) : ℂ :=
  Complex.exp (((∑ a, k a * (R a : ℝ) : ℝ) : ℂ) * Complex.I)
```

This is $e^{ik\cdot R}$. The lattice vector $R$ has integer components, so $k_a$ is the phase gained per lattice step in direction $a$. Orbital positions within the cell do not enter the phase.

```lean
/-- The Bloch Hamiltonian `H(k) = ∑ A_R exp(i k·R)` of real hopping matrices `A_R`,
only finitely many of which are nonzero. -/
def bloch (A : (Fin d → ℤ) →₀ Matrix n n ℝ) (k : Fin d → ℝ) : Matrix n n ℂ :=
  A.sum fun R M => phase k R • M.map (fun x : ℝ => (x : ℂ))
```

The arrow `→₀` means that only finitely many $R$ have a nonzero matrix $A_R$. The definition reads $H(k)=\sum_R e^{ik\cdot R}A_R$, with the real entries regarded as complex numbers.

```lean
/-- The energy levels of a matrix: its real eigenvalues. -/
def levels (M : Matrix n n ℂ) : Set ℝ :=
  {E | ∃ v : n → ℂ, v ≠ 0 ∧ M *ᵥ v = (E : ℂ) • v}
```

A real number $E$ is a level of $M$ if $Mv=Ev$ for some $v\neq0$; `*ᵥ` is matrix times vector. This is the ordinary eigenvalue problem, so the orbitals are taken as orthonormal.

```lean
/-- The real part of the expectation value `⟨v|M|v⟩`, for `v` not necessarily normalised. -/
def energy (M : Matrix n n ℂ) (v : n → ℂ) : ℝ := (star v ⬝ᵥ M *ᵥ v).re
```

This is $\mathrm{Re}\,(v^\dagger Mv)$. The normalised expectation value is this number divided by $\sum_i|v_i|^2$.

```lean
omit [Fintype n] [DecidableEq n] in
/-- The matrix elements of the Bloch Hamiltonian are phase-weighted sums of hoppings. -/
lemma bloch_apply (A : (Fin d → ℤ) →₀ Matrix n n ℝ) (k : Fin d → ℝ) (i j : n) :
    bloch A k i j = ∑ R ∈ A.support, phase k R * (A R i j : ℂ) := by
  simp [bloch, Finsupp.sum, Matrix.sum_apply]
```

In components, $H_{ij}(k)=\sum_R e^{ik\cdot R}(A_R)_{ij}$.

```lean
/-- The real part of the product of a complex amplitude with its conjugate is its squared modulus.
-/
lemma re_star_mul_self (z : ℂ) : (star z * z).re = ‖z‖ ^ 2 := by
  rw [Complex.sq_norm, Complex.normSq_apply]
  simp [Complex.mul_re]
```

This is $\mathrm{Re}(\bar z z)=|z|^2$.

## Hermiticity and the variational principle

```lean
omit [Fintype n] [DecidableEq n] in
/-- If `A_(-R)` is the transpose of `A_R`, the Bloch Hamiltonian is Hermitian at every `k`. -/
theorem bloch_isHermitian (A : (Fin d → ℤ) →₀ Matrix n n ℝ)
    (hA : ∀ R, A (-R) = (A R)ᵀ) (k : Fin d → ℝ) : (bloch A k).IsHermitian := by
  have hmem : ∀ R ∈ A.support, -R ∈ A.support := by
    intro R hR
    rw [Finsupp.mem_support_iff] at hR ⊢
    intro h
    apply hR
    rw [hA] at h
    rw [← Matrix.transpose_transpose (A R), h, Matrix.transpose_zero]
  have hphase : ∀ R, phase k (-R) = star (phase k R) := by
    intro R
    rw [← starRingEnd_apply]
    simp only [phase]
    rw [← Complex.exp_conj]
    congr 1
    simp
  ext i j
  rw [Matrix.conjTranspose_apply, bloch_apply, bloch_apply, star_sum]
  -- conjugation exchanges the terms of R and -R
  refine Finset.sum_nbij' (fun R => -R) (fun R => -R) hmem hmem
    (fun R _ => neg_neg R) (fun R _ => neg_neg R) ?_
  intro R _
  rw [hphase, hA, Matrix.transpose_apply]
  simp
```

The hypothesis `hA` says $A_{-R}=A_R^T$: hopping there and back has the same amplitude. By hand,
$$\overline{H_{ji}(k)}=\sum_R e^{-ik\cdot R}(A_R)_{ji}=\sum_R e^{ik\cdot(-R)}(A_{-R})_{ij}=H_{ij}(k).$$
In the proof, `hphase` conjugates the phase, `hmem` shows that $-R$ occurs whenever $R$ does, and `Finset.sum_nbij'` relabels the sum.

```lean
/-- The eigenvalues supplied by the spectral theorem are energy levels. -/
lemma eigenvalues_mem_levels {M : Matrix n n ℂ} (hM : M.IsHermitian) (i : n) :
    hM.eigenvalues i ∈ levels M := by
  refine ⟨(hM.eigenvectorBasis i).ofLp, ?_, ?_⟩
  · intro h0
    exact hM.eigenvectorBasis.orthonormal.ne_zero i (by ext j; exact congrFun h0 j)
  · have h := hM.mulVec_eigenvectorBasis i
    ext j
    have hj := congrFun h j
    simp only [Pi.smul_apply, Complex.real_smul] at hj
    simpa only [Pi.smul_apply, smul_eq_mul] using hj
```

The spectral theorem supplies real eigenvalues with orthonormal eigenvectors. These vectors are nonzero, so the eigenvalues are levels in the sense above.

```lean
/-- A Hermitian matrix on at least one orbital has a lowest energy level. -/
theorem exists_lowest_level [Nonempty n] {M : Matrix n n ℂ} (hM : M.IsHermitian) :
    ∃ E, IsLeast (levels M) E := by
  -- levels are roots of the characteristic polynomial, hence finite in number
  have hr : {z : ℂ | M.charpoly.IsRoot z}.Finite :=
    Polynomial.finite_setOfPred_isRoot M.charpoly_monic.ne_zero
  have hfin : (levels M).Finite := by
    refine (hr.preimage Complex.ofReal_injective.injOn).subset ?_
    rintro E ⟨v, hv, h⟩
    show M.charpoly.eval (E : ℂ) = 0
    rw [Matrix.eval_charpoly]
    refine Matrix.exists_mulVec_eq_zero_iff.1 ⟨v, hv, ?_⟩
    rw [Matrix.sub_mulVec, h]
    ext j
    simp [Matrix.scalar_apply]
  obtain ⟨E, hE, hmin⟩ := Set.exists_min_image (levels M) id hfin
    ⟨_, eigenvalues_mem_levels hM (Classical.arbitrary n)⟩
  exact ⟨E, hE, fun E' h' => hmin E' h'⟩
```

`IsLeast (levels M) E` says that $E$ is a level and that no level is smaller. Every level is a root of the characteristic polynomial, so there are finitely many. With at least one orbital (`Nonempty n`) the spectral theorem provides one, and a finite nonempty set of real numbers has a least element.

```lean
/-- Variational principle: if no level of a Hermitian matrix lies below `E`, then the energy
expectation of any vector is at least `E` times its squared norm. -/
theorem variational_principle {M : Matrix n n ℂ} (hM : M.IsHermitian) {E : ℝ}
    (hE : ∀ E' ∈ levels M, E ≤ E') (v : n → ℂ) :
    E * ∑ i, ‖v i‖ ^ 2 ≤ energy M v := by
  have h1 : ((E : ℂ) • (1 : Matrix n n ℂ)).IsHermitian := by
    simp [Matrix.IsHermitian, Matrix.conjTranspose_smul]
  have hN := hM.sub h1
  -- the shifted matrix M - E has no negative eigenvalue
  have hpos : (M - (E : ℂ) • (1 : Matrix n n ℂ)).PosSemidef := by
    rw [hN.posSemidef_iff_eigenvalues_nonneg]
    intro i
    show (0 : ℝ) ≤ hN.eigenvalues i
    obtain ⟨w, hw, h⟩ := eigenvalues_mem_levels hN i
    have h2 := hE (hN.eigenvalues i + E) ⟨w, hw, by
      ext j
      have hj := congrFun h j
      simp only [Matrix.sub_mulVec, Matrix.smul_mulVec, Matrix.one_mulVec, Pi.sub_apply,
        Pi.smul_apply, smul_eq_mul] at hj
      simp only [Pi.smul_apply, smul_eq_mul, Complex.ofReal_add]
      linear_combination hj⟩
    linarith
  have h := (Complex.le_def.1 (hpos.dotProduct_mulVec_nonneg v)).1
  have hs : (star v ⬝ᵥ v).re = ∑ i, ‖v i‖ ^ 2 := by
    simp only [dotProduct, Complex.re_sum, Pi.star_apply, re_star_mul_self]
  rw [Matrix.sub_mulVec, Matrix.smul_mulVec, Matrix.one_mulVec, dotProduct_sub,
    dotProduct_smul, smul_eq_mul, Complex.sub_re, Complex.re_ofReal_mul, hs,
    Complex.zero_re] at h
  unfold energy
  linarith
```

Suppose no level of $M$ lies below $E$. If $(M-E)w=\lambda w$ with $w\neq0$, then $Mw=(\lambda+E)w$, so $\lambda+E$ is a level and $\lambda\ge0$. Expanding $v$ in orthonormal eigenvectors of $M-E$, with coefficients $c_a$ and eigenvalues $\lambda_a$, gives
$$v^\dagger(M-E)v=\sum_a\lambda_a|c_a|^2\ge0,$$
which rearranges to $E\sum_i|v_i|^2\le v^\dagger Mv$. Lean calls the middle step `PosSemidef`.

## Removing the phases

```lean
omit [DecidableEq n] in
/-- The energy expectation is a sum over hoppings, each weighted by an interference term. -/
lemma energy_bloch (A : (Fin d → ℤ) →₀ Matrix n n ℝ) (k : Fin d → ℝ) (v : n → ℂ) :
    energy (bloch A k) v =
      ∑ i, ∑ j, ∑ R ∈ A.support, A R i j * (star (v i) * phase k R * v j).re := by
  simp only [energy, dotProduct, Matrix.mulVec, bloch_apply, Finset.mul_sum, Finset.sum_mul,
    Complex.re_sum, Pi.star_apply]
  refine Finset.sum_congr rfl fun i _ => Finset.sum_congr rfl fun j _ =>
    Finset.sum_congr rfl fun R _ => ?_
  rw [← Complex.re_ofReal_mul]
  congr 1
  ring
```

Inserting the matrix elements gives
$$\mathrm{Re}\,(v^\dagger H(k)v)=\sum_{i,j}\sum_R (A_R)_{ij}\,\mathrm{Re}\big(\bar v_i e^{ik\cdot R}v_j\big).$$

```lean
omit [DecidableEq n] in
/-- If all entries except possibly the on-site diagonal are nonpositive, then replacing the
amplitudes by their moduli and `k` by zero does not raise the energy expectation. -/
theorem energy_gamma_le (A : (Fin d → ℤ) →₀ Matrix n n ℝ)
    (hneg : ∀ R i j, ¬(R = 0 ∧ i = j) → A R i j ≤ 0) (k : Fin d → ℝ) (v : n → ℂ) :
    energy (bloch A 0) (fun i => (‖v i‖ : ℂ)) ≤ energy (bloch A k) v := by
  rw [energy_bloch, energy_bloch]
  refine Finset.sum_le_sum fun i _ => Finset.sum_le_sum fun j _ =>
    Finset.sum_le_sum fun R _ => ?_
  have hp0 : phase (0 : Fin d → ℝ) R = 1 := by simp [phase]
  rcases Classical.em (R = 0 ∧ i = j) with h | h
  · -- on-site diagonal terms do not see the phases
    obtain ⟨hR, rfl⟩ := h
    have hpk : phase k R = 1 := by simp [phase, hR]
    rw [hp0, hpk, mul_one, mul_one, re_star_mul_self, re_star_mul_self]
    simp
  · -- every other term has a nonpositive coefficient, and Re z ≤ |z|
    refine mul_le_mul_of_nonpos_left ?_ (hneg R i j h)
    have hn : ‖phase k R‖ = 1 := Complex.norm_exp_ofReal_mul_I _
    calc (star (v i) * phase k R * v j).re
        ≤ ‖star (v i) * phase k R * v j‖ := Complex.re_le_norm _
      _ = ‖v i‖ * ‖v j‖ := by rw [norm_mul, norm_mul, norm_star, hn, mul_one]
      _ = (star (‖v i‖ : ℂ) * phase 0 R * (‖v j‖ : ℂ)).re := by simp [hp0]
```

The hypothesis `hneg` makes $(A_R)_{ij}\le0$ unless $R=0$ and $i=j$. Now replace each $v_i$ by $|v_i|$ and $k$ by $0$, and compare term by term; `rcases` separates two cases.

- For $R=0$ and $i=j$, the term is $(A_0)_{ii}|v_i|^2$ before and after, whatever the sign of the on-site energy.
- Otherwise $\mathrm{Re}(\bar v_i e^{ik\cdot R}v_j)\le|v_i||v_j|$, because the phase has modulus one. Multiplying by a nonpositive number reverses the inequality (`mul_le_mul_of_nonpos_left`), so the new term is no larger than the old one.

Summing the terms shows that the energy does not rise.

## The minimum at Gamma

```lean
/-- For at least one orbital per cell, let `A_(-R)` be the transpose of `A_R` and all entries
nonpositive except possibly the on-site diagonal. Then `H(0)` has a lowest level, and no level of
any `H(k)` lies below it. -/
theorem band_minimum_at_gamma [Nonempty n] (A : (Fin d → ℤ) →₀ Matrix n n ℝ)
    (hA : ∀ R, A (-R) = (A R)ᵀ) (hneg : ∀ R i j, ¬(R = 0 ∧ i = j) → A R i j ≤ 0) :
    ∃ E₀, IsLeast (levels (bloch A 0)) E₀ ∧
      ∀ k : Fin d → ℝ, ∀ E ∈ levels (bloch A k), E₀ ≤ E := by
  obtain ⟨E₀, h₀⟩ := exists_lowest_level (bloch_isHermitian A hA 0)
  refine ⟨E₀, h₀, ?_⟩
  rintro k E ⟨v, hv, h⟩
  -- the moduli of the eigenvector serve as a trial state at Gamma
  have h1 := variational_principle (bloch_isHermitian A hA 0)
    (fun E' h' => h₀.2 h') (fun i => (‖v i‖ : ℂ))
  simp only [Complex.norm_real, norm_norm] at h1
  have h2 := energy_gamma_le A hneg k v
  have h3 : energy (bloch A k) v = E * ∑ i, ‖v i‖ ^ 2 := by
    rw [energy, h, dotProduct_smul, smul_eq_mul, Complex.re_ofReal_mul]
    simp only [dotProduct, Complex.re_sum, Pi.star_apply, re_star_mul_self]
  have hpos : 0 < ∑ i, ‖v i‖ ^ 2 := by
    obtain ⟨i, hi⟩ := Function.ne_iff.1 hv
    have hi' : 0 < ‖v i‖ := norm_pos_iff.2 hi
    exact Finset.sum_pos' (fun _ _ => by positivity) ⟨i, Finset.mem_univ i, by positivity⟩
  exact le_of_mul_le_mul_right (by linarith) hpos
```

In words: $H(0)$ has a lowest level $E_0$, and every level $E$ of $H(k)$, for every real $k$, satisfies $E_0\le E$. Given $H(k)v=Ev$ with $v\ne0$, write $|v|$ for the vector of moduli. Then
$$E_0\sum_i|v_i|^2\le |v|^T H(0)|v|\le \mathrm{Re}\,(v^\dagger H(k)v)=E\sum_i|v_i|^2.$$
These three relations are `h1`, `h2` and `h3`. The sum is positive (`hpos`), so it can be divided out.

The minimum may also be reached elsewhere, for example at every $k$ when all hoppings between cells vanish, and higher bands may have their minima away from Gamma. A two-orbital chain shows the latter. Let
$$A_0=\begin{pmatrix}4&-1\\-1&4\end{pmatrix},\quad A_1=\begin{pmatrix}0&-2\\0&0\end{pmatrix},\quad A_{-1}=A_1^T.$$
The off-diagonal element of $H(k)$ is $-3$ at $k=0$ and $+1$ at $k=\pi$, so the levels are $1,7$ at Gamma and $3,5$ at $\pi$. The lower state at $\pi$ is $(1,-1)/\sqrt2$, with energy $3$; its moduli $(1,1)/\sqrt2$ have energy $1$ at Gamma.

The same argument, continued by hand beyond the Lean theorems, shows that $H(0)$ has a lowest-energy eigenvector with no negative amplitudes. Start from any lowest eigenvector $v$ of $H(0)$: its moduli have no higher energy, so they also attain the minimum, and a minimiser of the normalised energy is an eigenvector.

## The chain with positive hopping

```lean
/-- The chain with one orbital per cell, on-site energy `ε` and nearest-neighbour hopping `t`. -/
def chain (ε t : ℝ) : (Fin 1 → ℤ) →₀ Matrix (Fin 1) (Fin 1) ℝ :=
  Finsupp.single 0 (Matrix.of fun _ _ => ε) + Finsupp.single 1 (Matrix.of fun _ _ => t) +
    Finsupp.single (-1) (Matrix.of fun _ _ => t)
```

Each `Finsupp.single` places one matrix at one lattice vector: $\varepsilon$ at $0$, and $t$ at $+1$ and $-1$.

```lean
/-- The chain has the single level `ε + 2 t cos k` at wave vector `k`. -/
theorem chain_levels (ε t : ℝ) (k : Fin 1 → ℝ) :
    levels (bloch (chain ε t) k) = {ε + 2 * t * Real.cos (k 0)} := by
  have hadd : ∀ A B : (Fin 1 → ℤ) →₀ Matrix (Fin 1) (Fin 1) ℝ,
      bloch (A + B) k = bloch A k + bloch B k := fun A B =>
    Finsupp.sum_add_index' (by intro R; ext i j; simp)
      (by intro R M N; ext i j; simp [mul_add])
  have hs : ∀ (R : Fin 1 → ℤ) (M : Matrix (Fin 1) (Fin 1) ℝ),
      bloch (Finsupp.single R M) k = phase k R • M.map (fun x : ℝ => (x : ℂ)) :=
    fun R M => Finsupp.sum_single_index (by ext i j; simp)
  have p0 : phase k 0 = 1 := by simp [phase]
  have p1 : phase k 1 = Complex.exp ((k 0 : ℂ) * Complex.I) := by simp [phase]
  have p2 : phase k (-1) = Complex.exp (-(k 0 : ℂ) * Complex.I) := by simp [phase]
  -- the two hopping phases add up to a cosine
  have hb : bloch (chain ε t) k 0 0 = ((ε + 2 * t * Real.cos (k 0) : ℝ) : ℂ) := by
    rw [chain, hadd, hadd, hs, hs, hs]
    simp only [Matrix.add_apply, Matrix.smul_apply, Matrix.map_apply, Matrix.of_apply,
      smul_eq_mul, p0, p1, p2]
    push_cast
    rw [Complex.cos]
    ring
  have hmul : ∀ v : Fin 1 → ℂ, (bloch (chain ε t) k *ᵥ v) 0 =
      ((ε + 2 * t * Real.cos (k 0) : ℝ) : ℂ) * v 0 := by
    intro v
    simp only [Matrix.mulVec, dotProduct, Fin.sum_univ_succ, Finset.univ_eq_empty,
      Finset.sum_empty, add_zero, hb]
  ext E
  constructor
  · rintro ⟨v, hv, h⟩
    have h0 := congrFun h 0
    rw [hmul, Pi.smul_apply, smul_eq_mul] at h0
    have hv0 : v 0 ≠ 0 := fun h' => hv (funext fun i => by
      rw [Subsingleton.elim i 0]; exact h')
    exact Complex.ofReal_injective (mul_right_cancel₀ hv0 h0).symm
  · rintro rfl
    refine ⟨fun _ => 1, fun h => one_ne_zero (α := ℂ) (congrFun h 0), ?_⟩
    ext i
    rw [Subsingleton.elim i 0, hmul, Pi.smul_apply, smul_eq_mul]
```

In `k 0` the zero is an index: it picks the only component of the wave vector. The single matrix element is
$$\varepsilon+te^{ik}+te^{-ik}=\varepsilon+2t\cos k.$$
A $1\times1$ matrix multiplies its vector by this number, so a nonzero amplitude can be cancelled from the eigenvalue equation, and this number is the only level.

```lean
/-- For positive hopping `t` the level of the chain at `k = π` lies strictly below the level
at `k = 0`. -/
theorem chain_minimum_off_gamma (ε : ℝ) {t : ℝ} (ht : 0 < t) :
    ∀ E₀ ∈ levels (bloch (chain ε t) 0),
      ∀ E ∈ levels (bloch (chain ε t) (fun _ => Real.pi)), E < E₀ := by
  intro E₀ h₀ E h
  simp only [chain_levels, Set.mem_singleton_iff, Pi.zero_apply, Real.cos_zero] at h₀
  simp only [chain_levels, Set.mem_singleton_iff, Real.cos_pi] at h
  linarith

end

end BandMinimumAtGamma
```

For $t>0$ the level at $k=\pi$ is $\varepsilon-2t$, strictly below $\varepsilon+2t$ at Gamma. This chain is real and satisfies $A_{-R}=A_R^T$, so those two properties alone do not put the minimum at Gamma.

```lean
#print axioms BandMinimumAtGamma.band_minimum_at_gamma
-- 'BandMinimumAtGamma.band_minimum_at_gamma' depends on axioms: [propext, Classical.choice, Quot.sound]
#print axioms BandMinimumAtGamma.chain_minimum_off_gamma
-- 'BandMinimumAtGamma.chain_minimum_off_gamma' depends on axioms: [propext, Classical.choice, Quot.sound]
```
